# The difference between the like-conformer average and the ensemble C₆ as a weighted sum of integrated squared polarizability differences

The theorem `likeAverage_sub_ensembleC6` concerns the Casimir–Polder C₆ coefficient of two molecules whose conformers are drawn independently from the same finite set, with the same weights pᵢ. In atomic units, the coefficient for conformers i and j is Cᵢⱼ = (3/π) ∫ aᵢaⱼ du, where aᵢ is the isotropic polarizability of conformer i at imaginary frequency u and the integral runs over u > 0. The theorem states that the average of the like-conformer coefficients, ∑ pᵢCᵢᵢ, minus the ensemble coefficient, ∑ pᵢpⱼCᵢⱼ, equals 3/(2π) times the sum over i and j of pᵢpⱼ ∫(aᵢ − aⱼ)² du, over the same range of u. The weights are real and sum to one, though they need not be non-negative, and each polarizability is a real function, square-integrable on u > 0. The proof applies the two-conformer identity `pair_gap` to each term of the double sum, then uses the normalisation of the weights to reduce the like-conformer terms to two halves of the like-conformer average.

The first attempt, which Lean rejects:

```lean
import Mathlib

open MeasureTheory Set
open scoped Real

namespace LikeAverageSubEnsembleC6

noncomputable section

/-- The Casimir-Polder coefficient `(3/π) ∫ a(u) b(u) du` over `u > 0`, in atomic units, for
polarizabilities `a` and `b` at imaginary frequency. -/
def c6 (a b : ℝ → ℝ) : ℝ := 3 / π * ∫ u in Ioi (0 : ℝ), a u * b u

variable {ι : Type*} [Fintype ι]

/-- The average of the like-conformer coefficients, `∑ p_i C_ii`. -/
def likeAverage (p : ι → ℝ) (a : ι → ℝ → ℝ) : ℝ := ∑ i, p i * c6 (a i) (a i)

/-- The ensemble coefficient `∑ p_i p_j C_ij` of two molecules whose conformers are drawn
independently. -/
def ensembleC6 (p : ι → ℝ) (a : ι → ℝ → ℝ) : ℝ :=
  ∑ i, ∑ j, p i * p j * c6 (a i) (a j)

/-- The product of two polarizabilities that are square-integrable on `u > 0` is integrable
there. -/
theorem integrable_pol_mul {a b : ℝ → ℝ}
    (ha : MemLp a 2 (volume.restrict (Ioi (0 : ℝ))))
    (hb : MemLp b 2 (volume.restrict (Ioi (0 : ℝ)))) :
    Integrable (fun u => a u * b u) (volume.restrict (Ioi (0 : ℝ))) := by
  -- polarization: the product is a combination of three squares
  have hs : Integrable (fun u => (a u + b u) ^ 2) (volume.restrict (Ioi (0 : ℝ))) :=
    (ha.add hb).integrable_sq
  have h : Integrable (fun u => (1 / 2 : ℝ) * ((a u + b u) ^ 2 - a u ^ 2 - b u ^ 2))
      (volume.restrict (Ioi (0 : ℝ))) :=
    ((hs.sub ha.integrable_sq).sub hb.integrable_sq).const_mul (1 / 2)
  have e : (fun u => a u * b u) =
      fun u => (1 / 2 : ℝ) * ((a u + b u) ^ 2 - a u ^ 2 - b u ^ 2) := by
    funext u
    ring
  rw [e]
  exact h

/-- For two square-integrable polarizabilities, the arithmetic mean of the like coefficients
exceeds the unlike coefficient by `(3/(2π)) ∫ (a - b)²`. -/
theorem pair_gap {a b : ℝ → ℝ}
    (ha : MemLp a 2 (volume.restrict (Ioi (0 : ℝ))))
    (hb : MemLp b 2 (volume.restrict (Ioi (0 : ℝ)))) :
    (c6 a a + c6 b b) / 2 - c6 a b =
      3 / (2 * π) * ∫ u in Ioi (0 : ℝ), (a u - b u) ^ 2 := by
  have haa := integrable_pol_mul ha ha
  have hbb := integrable_pol_mul hb hb
  have hab := integrable_pol_mul ha hb
  have hs : Integrable (fun u => a u * a u + b u * b u)
      (volume.restrict (Ioi (0 : ℝ))) := haa.add hbb
  have e : (fun u => (a u - b u) ^ 2) =
      fun u => (a u * a u + b u * b u) - 2 * (a u * b u) := by
    funext u
    ring
  rw [e, integral_sub hs (hab.const_mul 2), integral_add haa hbb, integral_const_mul]
  unfold c6
  ring

/-- For weights summing to one and square-integrable polarizabilities, the like-conformer average
minus the ensemble coefficient is `(3/(2π)) ∑ p_i p_j ∫ (a_i - a_j)²`. -/
theorem likeAverage_sub_ensembleC6 {p : ι → ℝ} {a : ι → ℝ → ℝ} (hp : ∑ i, p i = 1)
    (ha : ∀ i, MemLp (a i) 2 (volume.restrict (Ioi (0 : ℝ)))) :
    likeAverage p a - ensembleC6 p a =
      3 / (2 * π) * ∑ i, ∑ j, p i * p j * ∫ u in Ioi (0 : ℝ), (a i u - a j u) ^ 2 := by
  -- summing over an idle partner leaves the like-conformer average
  have h1 : ∑ i, ∑ j, p i * p j * c6 (a i) (a i) = likeAverage p a := by
    refine Finset.sum_congr rfl fun i _ => ?_
    calc ∑ j, p i * p j * c6 (a i) (a i)
        = ∑ j, p i * c6 (a i) (a i) * p j :=
          Finset.sum_congr rfl fun j _ => by ring
      _ = p i * c6 (a i) (a i) := by rw [← Finset.mul_sum, hp, mul_one]
  have h2 : ∑ i, ∑ j, p i * p j * c6 (a j) (a j) = likeAverage p a := by
    rw [Finset.sum_comm, ← h1]
    refine Finset.sum_congr rfl fun i _ => Finset.sum_congr rfl fun j _ => ?_
    ring
  -- insert the pair identity term by term
  have h3 : 3 / (2 * π) * ∑ i, ∑ j, p i * p j * ∫ u in Ioi (0 : ℝ), (a i u - a j u) ^ 2 =
      ∑ i, ∑ j, (1 / 2 * (p i * p j * c6 (a i) (a i)) +
        1 / 2 * (p i * p j * c6 (a j) (a j)) - p i * p j * c6 (a i) (a j)) := by
    rw [Finset.mul_sum]
    refine Finset.sum_congr rfl fun i _ => ?_
    rw [Finset.mul_sum]
    refine Finset.sum_congr rfl fun j _ => ?_
    linear_combination (-(p i * p j)) * pair_gap (ha i) (ha j)
  rw [h3]
  simp only [Finset.sum_sub_distrib, Finset.sum_add_distrib, ← Finset.mul_sum]
  rw [h1, h2]
  unfold ensembleC6
  simp only [Finset.mul_sum]
  ring

end

end LikeAverageSubEnsembleC6
```

Messages:

```
Main.lean:93:2: error: `simp` made no progress
```

Cause. The message means that `simp only [Finset.mul_sum]` found nothing to rewrite, which Lean treats as an error. `Finset.mul_sum` moves a factor that multiplies a sum inside that sum, so it needs a product with a visible sum as its right factor.

When the call is reached, the goal has no such product. The earlier `simp only`, which uses the lemma in reverse, has pulled the factors `1 / 2` out of the sums, and `rw [h1, h2]` has replaced the sums they multiplied by `likeAverage p a`. That is a sum by definition, but `simp only` was not told to unfold it. `unfold ensembleC6` does expose a double sum, but one that is only subtracted, with no factor in front.

The repair deletes the call. With L for `likeAverage p a` and S for the double sum, the goal is already L − S = ½L + ½L − S, which `ring` proves by treating L and S as atoms.

This version goes through:

```diff
@@ -91,5 +91,4 @@
   rw [h1, h2]
   unfold ensembleC6
-  simp only [Finset.mul_sum]
   ring
 
```
